# The Dirac matrix α·n along a real unit vector is traceless and squares to one

In the Dirac representation, α·n is the 4×4 complex matrix whose diagonal 2×2 blocks are zero and whose off-diagonal blocks are both the Pauli matrix σ·n. The theorem `alpha_traceless_sq` says that, for a real three-component vector n with n·n = 1, this matrix has trace zero and its square is the identity. The proof treats the two claims separately. For the trace it unfolds `alpha` and calls on a lemma about traces of block matrices; for the square it multiplies the blocks and uses the earlier result that (σ·n)² is n·n times the identity.

An attempt in Lean 4 with a fault in it:

```lean
import Mathlib

open Matrix

namespace AlphaTracelessSq

noncomputable section

/-- The Pauli matrix `σ·n` along a real vector `n`. -/
def sigma (n : Fin 3 → ℝ) : Matrix (Fin 2) (Fin 2) ℂ :=
  !![(n 2 : ℂ), n 0 - n 1 * Complex.I; n 0 + n 1 * Complex.I, -(n 2 : ℂ)]

/-- The Dirac matrix `α·n` in the Dirac representation; `α_k` is the case where `n` is the
`k`-th coordinate vector. -/
def alpha (n : Fin 3 → ℝ) : Matrix (Fin 2 ⊕ Fin 2) (Fin 2 ⊕ Fin 2) ℂ :=
  fromBlocks 0 (sigma n) (sigma n) 0

/-- The matrix `σ·n` is Hermitian and its square is `n·n` times the identity. -/
theorem sigma_hermitian_sq (n : Fin 3 → ℝ) :
    (sigma n)ᴴ = sigma n ∧ sigma n * sigma n = ((n ⬝ᵥ n : ℝ) : ℂ) • 1 := by
  constructor
  · ext i j
    fin_cases i <;> fin_cases j <;> apply Complex.ext <;> simp [sigma]
  · ext i j
    fin_cases i <;> fin_cases j <;> apply Complex.ext <;>
      simp [sigma, Matrix.mul_apply, dotProduct, Fin.sum_univ_succ] <;> ring

/-- For a real unit vector `n`, the matrix `α·n` is traceless and squares to one. -/
theorem alpha_traceless_sq (n : Fin 3 → ℝ) (hn : n ⬝ᵥ n = 1) :
    (alpha n).trace = 0 ∧ alpha n * alpha n = 1 := by
  constructor
  · simp [alpha, Matrix.trace_fromBlocks]
  · simp [alpha, fromBlocks_multiply, (sigma_hermitian_sq n).2, hn]

end

end AlphaTracelessSq
```

Compiling this gives:

```
Main.lean:32:17: error(lean.unknownIdentifier): Unknown constant `Matrix.trace_fromBlocks`
Main.lean:32:2: error: unsolved goals
case left
n : Fin 3 → ℝ
hn : n ⬝ᵥ n = 1
⊢ (fromBlocks 0 (sigma n) (sigma n) 0).trace = 0
```

Cause. The first message says that no constant named `Matrix.trace_fromBlocks` exists in the environment, so `simp` has no such lemma to use. The second shows what remains of the trace claim: `alpha` has been unfolded, but the trace of the `fromBlocks` matrix is still there, and `simp` has not reduced it to zero.

The repair replaces the missing lemma with two facts that do its work. Giving `Matrix.trace` to `simp` unfolds the trace into a sum of diagonal entries over the index type `Fin 2 ⊕ Fin 2`. `Fintype.sum_sum_type` then splits that sum into one sum over each copy of `Fin 2`. The entries in these sums come from the two diagonal blocks, which are zero, so `simp` can close the goal.

The repair, with which the file compiles:

```diff
@@ -30,5 +30,5 @@
     (alpha n).trace = 0 ∧ alpha n * alpha n = 1 := by
   constructor
-  · simp [alpha, Matrix.trace_fromBlocks]
+  · simp [alpha, Matrix.trace, Fintype.sum_sum_type]
   · simp [alpha, fromBlocks_multiply, (sigma_hermitian_sq n).2, hn]
 
```
